# Summed autocorrelations as mode sums for finite reversible chains with decaying modes

The target distribution enters as positive weights $w_x$ that need not add up to one, as in Metropolis sampling, which uses only their ratios. States form a finite type `X`, observables are real functions on it, and the inner product is the weighted sum $\langle f,g\rangle=\sum_x w_x f_x g_x$, written `ip w f g`. With $Z=\sum_x w_x$ and $\pi=w/Z$, this is $Z$ times the inner product for $\pi$. Both sides of the final formula carry the same factor $Z$.

```lean
import Mathlib

open Matrix

namespace MetropolisSpectralSum

noncomputable section

variable {X : Type*} [Fintype X] {w : X → ℝ} {P : Matrix X X ℝ}

/-- The inner product of two observables, weighted by `w`. -/
def ip (w f g : X → ℝ) : ℝ := ∑ x, w x * f x * g x
```

An observable is mean-zero when $\sum_x w_x f_x=0$.

```lean
/-- The space of observables whose `w`-weighted sum over all states vanishes. -/
def meanZero (w : X → ℝ) : Submodule ℝ (X → ℝ) where
  carrier := {f | ∑ x, w x * f x = 0}
  zero_mem' := by simp
  add_mem' := by
    intro f g hf hg
    simp only [Set.mem_ofPred_eq] at hf hg ⊢
    simp only [Pi.add_apply, mul_add, Finset.sum_add_distrib, hf, hg, add_zero]
  smul_mem' := by
    intro c f hf
    simp only [Set.mem_ofPred_eq] at hf ⊢
    simp only [Pi.smul_apply, smul_eq_mul, mul_left_comm _ c, ← Finset.mul_sum, hf, mul_zero]
```

The transition matrix `P` acts by $(Pf)_x=\sum_y P_{xy}f_y$, written `P *ᵥ f`. Its entries may be negative, so stochastic matrices are a special case. The next definition restricts its real eigenvalues on mean-zero functions; under detailed balance with positive weights there are no others.

```lean
/-- Every real eigenvalue of `P` with a nonzero mean-zero eigenfunction has modulus below one. -/
def SubunitSpectrum (P : Matrix X X ℝ) (w : X → ℝ) : Prop :=
  ∀ (μ : ℝ) (f : X → ℝ), f ∈ meanZero w → f ≠ 0 → P *ᵥ f = μ • f → |μ| < 1
```

A mode basis consists of mean-zero eigenfunctions $u_k$ with eigenvalues $\lambda_k$ (`lam k`), orthonormal for the weighted product, in which every mean-zero $f$ expands as $f=\sum_k c_k u_k$ with $c_k=\langle u_k,f\rangle$.

```lean
/-- The functions `u k` are a `w`-orthonormal basis of the mean-zero observables, and each is
an eigenfunction of `P` with eigenvalue `lam k`. -/
structure IsModeBasis (P : Matrix X X ℝ) (w : X → ℝ) {n : ℕ}
    (u : Fin n → X → ℝ) (lam : Fin n → ℝ) : Prop where
  mean_zero : ∀ k, u k ∈ meanZero w
  orthonormal : ∀ j k, ip w (u j) (u k) = if j = k then 1 else 0
  eigen : ∀ k, P *ᵥ u k = lam k • u k
  complete : ∀ f ∈ meanZero w, f = ∑ k, ip w (u k) f • u k
```

The result, under detailed balance, unit row sums, positive weights and `SubunitSpectrum`, is that such a basis exists with all $|\lambda_k|<1$, and that for every mean-zero $f$ the series below converges and

$$\langle f,f\rangle+2\sum_{t\ge1}\langle f,P^tf\rangle=\sum_k c_k^2\,\frac{1+\lambda_k}{1-\lambda_k}.$$

For a stationary stochastic chain with normalised weights, $\langle f,P^tf\rangle$ is the expected product of the values of $f$ at two times $t$ steps apart, its autocorrelation at lag $t$ (not divided by the variance). The left side is then the large-$N$ limit of $N$ times the variance of the average of $f$ over $N$ successive samples, which sets the Monte Carlo error bar.

## Detailed balance

The hypothesis `hdb`, $w_xP_{xy}=w_yP_{yx}$, says that in equilibrium the flow from $x$ to $y$ equals the flow back. It makes $P$ self-adjoint:

$$\langle f,Pg\rangle=\sum_{x,y}w_xP_{xy}f_xg_y=\sum_{x,y}w_yP_{yx}f_xg_y=\langle Pf,g\rangle.$$

The proof exchanges the two sums and applies `hdb x y` term by term.

```lean
/-- Detailed balance makes the transition matrix self-adjoint for the weighted inner product. -/
theorem ip_mulVec_symm (hdb : ∀ x y, w x * P x y = w y * P y x) (f g : X → ℝ) :
    ip w f (P *ᵥ g) = ip w (P *ᵥ f) g := by
  simp only [ip, mulVec, dotProduct, Finset.mul_sum, Finset.sum_mul]
  rw [Finset.sum_comm]
  refine Finset.sum_congr rfl fun y _ => Finset.sum_congr rfl fun x _ => ?_
  linear_combination f x * g y * hdb x y
```

Stationarity of $w$ alone is not enough. The cyclic shift on three equally weighted states keeps $w$ stationary, but on mean-zero functions its eigenvalues are the two non-real cube roots of one, so no real eigenbasis exists.

## Unit row sums

The hypothesis `hrow` is conservation of probability: from each state the chain goes somewhere. It gives $P1=1$ for the constant function, and self-adjointness then keeps mean-zero functions mean-zero:

$$\sum_x w_x(Pf)_x=\langle1,Pf\rangle=\langle P1,f\rangle=\langle1,f\rangle=0.$$

In the proof, `h1` is $P1=1$ and `h` starts as $\langle1,Pf\rangle=\langle P1,f\rangle$.

```lean
/-- With unit row sums and detailed balance, one step of the chain keeps a mean-zero observable
mean-zero. -/
theorem mulVec_mem_meanZero (hrow : ∀ x, ∑ y, P x y = 1)
    (hdb : ∀ x y, w x * P x y = w y * P y x) {f : X → ℝ} (hf : f ∈ meanZero w) :
    P *ᵥ f ∈ meanZero w := by
  have h := ip_mulVec_symm hdb (fun _ => 1) f
  have h1 : P *ᵥ (fun _ => (1 : ℝ)) = fun _ => 1 := by
    ext x
    simp [mulVec, dotProduct, hrow]
  rw [h1] at h
  simp only [ip, mul_one] at h
  exact h.trans hf
```

Equal row sums would suffice for this step, but unequal ones do not. With $w=(1,1)$ and $P=\mathrm{diag}(1/2,0)$, detailed balance holds, yet $(1,-1)$ is sent to $(1/2,0)$, which is not mean-zero.

## Positive weights

The hypothesis `hw` says that every state in the model has nonzero target probability. By hand, it allows the rescaling $v_x=\sqrt{w_x}\,f_x$, which turns the weighted product into the Euclidean one. The map `D` below is the inverse rescaling, $f_x=v_x/\sqrt{w_x}$.

```lean
/-- For positive weights, an invertible linear map carries the Euclidean inner product to the
weighted one. -/
theorem exists_rescaling (hw : ∀ x, 0 < w x) :
    ∃ D : EuclideanSpace ℝ X ≃ₗ[ℝ] (X → ℝ), ∀ v v', ip w (D v) (D v') = inner ℝ v v' := by
  have h0 : ∀ x, √(w x) ≠ 0 := fun x => (Real.sqrt_pos.2 (hw x)).ne'
  refine ⟨{ toFun := fun v x => v.ofLp x / √(w x)
            invFun := fun f => WithLp.toLp 2 (fun x => √(w x) * f x)
            map_add' := fun a b => by ext x; simp [add_div]
            map_smul' := fun c a => by ext x; simp [mul_div_assoc]
            left_inv := fun v => by ext x; have := h0 x; simp; field_simp
            right_inv := fun f => by ext x; have := h0 x; simp; field_simp }, ?_⟩
  intro v v'
  rw [PiLp.inner_apply]
  refine Finset.sum_congr rfl fun x _ => ?_
  change w x * (v.ofLp x / √(w x)) * (v'.ofLp x / √(w x)) = v'.ofLp x * v.ofLp x
  have h := Real.mul_self_sqrt (hw x).le
  have hx := h0 x
  generalize √(w x) = s at h hx ⊢
  rw [← h]
  field_simp
```

In the rescaled coordinates $P$ becomes $T_{xy}=\sqrt{w_x}\,P_{xy}/\sqrt{w_y}$. Detailed balance makes it symmetric, since $T_{xy}=w_xP_{xy}/\sqrt{w_xw_y}=T_{yx}$. It preserves the rescaled mean-zero space `V`, so the spectral theorem gives an orthonormal eigenbasis $b_k$ of `V`, and $u_k=D\,b_k$ is the required basis. The proof restricts `T` to `V`, takes `eigenvectorBasis`, and carries orthonormality, the eigenvalue equation and the expansion back through `D`.

```lean
/-- A matrix with unit row sums in detailed balance with positive weights has a real orthonormal
eigenbasis on the mean-zero observables. -/
theorem exists_modeBasis (hw : ∀ x, 0 < w x) (hrow : ∀ x, ∑ y, P x y = 1)
    (hdb : ∀ x y, w x * P x y = w y * P y x) :
    ∃ (n : ℕ) (u : Fin n → X → ℝ) (lam : Fin n → ℝ), IsModeBasis P w u lam := by
  obtain ⟨D, hD⟩ := exists_rescaling hw
  let V : Submodule ℝ (EuclideanSpace ℝ X) := (meanZero w).comap D.toLinearMap
  -- the transition matrix in rescaled coordinates is symmetric and preserves `V`
  let T : EuclideanSpace ℝ X →ₗ[ℝ] EuclideanSpace ℝ X :=
    D.symm.toLinearMap ∘ₗ P.mulVecLin ∘ₗ D.toLinearMap
  have hTD : ∀ v, D (T v) = P *ᵥ D v := fun v => D.apply_symm_apply _
  have hT : T.IsSymmetric := fun v v' => by
    rw [← hD, ← hD, hTD, hTD, ip_mulVec_symm hdb]
  have hV : ∀ v ∈ V, T v ∈ V := fun v hv => by
    change D (T v) ∈ meanZero w
    rw [hTD]
    exact mulVec_mem_meanZero hrow hdb hv
  have hR := hT.restrict_invariant hV
  -- the spectral theorem on `V`
  let b := hR.eigenvectorBasis rfl
  refine ⟨Module.finrank ℝ V, fun k => D (b k : EuclideanSpace ℝ X), hR.eigenvalues rfl,
    ⟨fun k => (b k).2, fun j k => ?_, fun k => ?_, fun f hf => ?_⟩⟩
  · exact (hD _ _).trans (orthonormal_iff_ite.mp b.orthonormal j k)
  · have h := congrArg (fun v : V => D (v : EuclideanSpace ℝ X))
      (hR.apply_eigenvectorBasis rfl k)
    calc P *ᵥ D (b k : EuclideanSpace ℝ X) = D (T (b k)) := (hTD _).symm
      _ = D ((hR.eigenvalues rfl k • b k : V) : EuclideanSpace ℝ X) := h
      _ = _ := by rw [Submodule.coe_smul, map_smul]
  · let v : V := ⟨D.symm f, by
      change D (D.symm f) ∈ meanZero w
      rwa [D.apply_symm_apply]⟩
    have hv : D (v : EuclideanSpace ℝ X) = f := D.apply_symm_apply f
    have hc : ∀ i, ip w (D (b i : EuclideanSpace ℝ X)) f = inner ℝ (b i) v := fun i => by
      have h := hD (b i : EuclideanSpace ℝ X) (v : EuclideanSpace ℝ X)
      rw [hv] at h
      exact h
    calc f = D (v : EuclideanSpace ℝ X) := hv.symm
      _ = D ((∑ i, inner ℝ (b i) v • b i : V) : EuclideanSpace ℝ X) := by rw [b.sum_repr' v]
      _ = ∑ i, inner ℝ (b i) v • D (b i : EuclideanSpace ℝ X) := by
        simp only [Submodule.coe_sum, Submodule.coe_smul, map_sum, map_smul]
      _ = _ := Finset.sum_congr rfl fun i _ =>
        congrArg (· • D (b i : EuclideanSpace ℝ X)) (hc i).symm
```

Nonnegative weights are not enough. Take $w=(1,0)$ and let $P$ have rows $(1,0)$ and $(1/2,1/2)$. The other hypotheses hold, but the mean-zero space is spanned by $(0,1)$, whose weighted norm is zero, so it has no orthonormal basis.

## Mean-zero observables

Taking $f$ mean-zero means that its equilibrium average has been subtracted. It can then be expanded in the modes. Since $Pu_k=\lambda_ku_k$, induction on $t$ gives $P^tu_k=\lambda_k^tu_k$, hence

$$P^tf=\sum_kc_k\lambda_k^tu_k,\qquad\langle f,P^tf\rangle=\sum_kc_k^2\lambda_k^t.$$

The hypothesis enters the proof through `hb.complete f hf`; `hp` is the induction, `hPf` the propagated expansion and `hlin` linearity of the inner product.

```lean
/-- Given a mode basis, the autocorrelation of a mean-zero observable at lag `t` is the sum over
modes of its squared coefficient times the `t`-th power of the eigenvalue. -/
theorem autocorrelation_eq [DecidableEq X] {n : ℕ} {u : Fin n → X → ℝ} {lam : Fin n → ℝ}
    (hb : IsModeBasis P w u lam) {f : X → ℝ} (hf : f ∈ meanZero w) (t : ℕ) :
    ip w f (P ^ t *ᵥ f) = ∑ k, ip w (u k) f ^ 2 * lam k ^ t := by
  have hp : ∀ k, P ^ t *ᵥ u k = lam k ^ t • u k := fun k => by
    induction t with
    | zero => simp
    | succ t ih =>
      rw [pow_succ, ← mulVec_mulVec, hb.eigen, mulVec_smul, ih, smul_smul, pow_succ']
  -- propagate each mode separately
  have hPf : P ^ t *ᵥ f = ∑ k, (ip w (u k) f * lam k ^ t) • u k := by
    conv_lhs => rw [hb.complete f hf]
    simp only [← Matrix.mulVecLin_apply, map_sum, map_smul]
    simp only [Matrix.mulVecLin_apply, hp, smul_smul]
  have hlin : ∀ a : Fin n → ℝ, ip w f (∑ k, a k • u k) = ∑ k, a k * ip w (u k) f := fun a => by
    simp only [ip, Finset.sum_apply, Pi.smul_apply, smul_eq_mul, Finset.mul_sum]
    rw [Finset.sum_comm]
    exact Finset.sum_congr rfl fun k _ => Finset.sum_congr rfl fun x _ => by ring
  rw [hPf, hlin]
  exact Finset.sum_congr rfl fun k _ => by ring
```

If $f$ has average $m\neq0$, every lag contributes an extra constant $m^2Z$, and the series diverges.

## Eigenvalues of modulus below one

For a stochastic matrix, `SubunitSpectrum` excludes two behaviours: a non-constant observable that the chain conserves ($\lambda=1$), as when the states split into disconnected parts, and one that flips sign forever ($\lambda=-1$). Each $u_k$ has norm one and so is nonzero; the hypothesis therefore gives $|\lambda_k|<1$. The geometric series and the finite sum over modes then yield

$$\sum_{t\ge1}\langle f,P^tf\rangle=\sum_kc_k^2\frac{\lambda_k}{1-\lambda_k},\qquad 1+\frac{2\lambda_k}{1-\lambda_k}=\frac{1+\lambda_k}{1-\lambda_k}.$$

Adding $\langle f,f\rangle=\sum_kc_k^2$, the case $t=0$ of the mode expansion, gives the formula. In the proof these steps are `hlam`, `hs` and `h0`, followed by the algebra for each mode. The Lean sum starts at $t=0$ with the power `t + 1`, which is the sum over $t\ge1$.

```lean
/-- Let `P` have unit row sums, be in detailed balance with positive weights, and have only
eigenvalues of modulus below one on mean-zero observables. Then these have a `w`-orthonormal real
eigenbasis with all `|lam k| < 1`. For each mean-zero `f` the autocorrelations at positive lags are
summable, and `ip w f f` plus twice their sum is the sum over modes of `c² (1 + lam) / (1 - lam)`,
where `c = ip w (u k) f`. -/
theorem summed_autocorrelation [DecidableEq X] (hw : ∀ x, 0 < w x)
    (hrow : ∀ x, ∑ y, P x y = 1) (hdb : ∀ x y, w x * P x y = w y * P y x)
    (hgap : SubunitSpectrum P w) :
    ∃ (n : ℕ) (u : Fin n → X → ℝ) (lam : Fin n → ℝ),
      IsModeBasis P w u lam ∧ (∀ k, |lam k| < 1) ∧
      ∀ f ∈ meanZero w, Summable (fun t : ℕ => ip w f (P ^ (t + 1) *ᵥ f)) ∧
        ip w f f + 2 * ∑' t : ℕ, ip w f (P ^ (t + 1) *ᵥ f) =
          ∑ k, ip w (u k) f ^ 2 * (1 + lam k) / (1 - lam k) := by
  obtain ⟨n, u, lam, hb⟩ := exists_modeBasis hw hrow hdb
  have hlam : ∀ k, |lam k| < 1 := fun k => by
    refine hgap _ _ (hb.mean_zero k) (fun h => ?_) (hb.eigen k)
    have h1 := hb.orthonormal k k
    simp [h, ip] at h1
  refine ⟨n, u, lam, hb, hlam, fun f hf => ?_⟩
  -- one geometric series per mode
  have hs : HasSum (fun t : ℕ => ip w f (P ^ (t + 1) *ᵥ f))
      (∑ k, ip w (u k) f ^ 2 * lam k * (1 - lam k)⁻¹) := by
    have h := hasSum_sum (s := Finset.univ) fun k _ =>
      (hasSum_geometric_of_abs_lt_one (hlam k)).mul_left (ip w (u k) f ^ 2 * lam k)
    refine h.congr_fun fun t => ?_
    rw [autocorrelation_eq hb hf]
    exact Finset.sum_congr rfl fun k _ => by ring
  have h0 : ip w f f = ∑ k, ip w (u k) f ^ 2 := by
    simpa using autocorrelation_eq hb hf 0
  refine ⟨hs.summable, ?_⟩
  rw [hs.tsum_eq, h0, Finset.mul_sum, ← Finset.sum_add_distrib]
  refine Finset.sum_congr rfl fun k _ => ?_
  have hk : 1 - lam k ≠ 0 := by linarith [(abs_lt.mp (hlam k)).2]
  field_simp
  ring
```

The bound $|\lambda_k|\le1$ is not enough. For two equally weighted states that always swap, $f=(1,-1)$ gives $\langle f,P^tf\rangle=2(-1)^t$, and the series does not converge. The mode basis still exists, since `exists_modeBasis` does not use this hypothesis.

## A two-state Metropolis chain, and a single state

Take weights $2$ and $1$ and always propose the other state. The move from state 0 is accepted with probability $1/2$, the move from state 1 always. The mean-zero functions are the multiples of $f=(1,-2)$, and $Pf=(-1/2,1)=-\tfrac12f$. Here $\langle f,f\rangle=6$, the normalised mode is $u=f/\sqrt6$, and $c^2=6$. The two sides agree:

$$6+2\cdot6\cdot\left(-\tfrac13\right)=2,\qquad6\cdot\frac{1-\frac12}{1+\frac12}=2.$$

With $\pi=(2/3,1/3)$ both sides become $2/3$, against $\langle f,f\rangle_\pi=2$ for independent samples. The theorem below verifies the four hypotheses for this chain, finding $\mu=-1/2$ from the mean-zero condition and the eigenvalue equation at state 1.

```lean
/-- The two-state Metropolis chain with weights 2 and 1, which always proposes the other state,
meets all the hypotheses of `summed_autocorrelation`. -/
theorem summed_autocorrelation_witness :
    let w : Fin 2 → ℝ := ![2, 1]
    let P : Matrix (Fin 2) (Fin 2) ℝ := !![1/2, 1/2; 1, 0]
    (∀ x, 0 < w x) ∧ (∀ x, ∑ y, P x y = 1) ∧
      (∀ x y, w x * P x y = w y * P y x) ∧ SubunitSpectrum P w := by
  intro w P
  refine ⟨fun x => ?_, fun x => ?_, fun x y => ?_, fun μ f hf hne h => ?_⟩
  · fin_cases x <;> simp [w]
  · fin_cases x <;> norm_num [P, Fin.sum_univ_two]
  · fin_cases x <;> fin_cases y <;> norm_num [w, P]
  · have hf' : ∑ x, w x * f x = 0 := hf
    have h0 : 2 * f 0 + f 1 = 0 := by simpa [w, Fin.sum_univ_two] using hf'
    have h1 : f 0 = μ * f 1 := by
      simpa [P, mulVec, dotProduct, Fin.sum_univ_two] using congrFun h 1
    have hf0 : f 0 ≠ 0 := fun hz => hne (by
      have hz1 : f 1 = 0 := by linarith
      ext i
      fin_cases i
      · exact hz
      · exact hz1)
    -- the only mean-zero mode has eigenvalue -1/2
    have hμ : μ = -1/2 := mul_left_cancel₀ hf0 (by linear_combination (1/2) * h1 + (μ/2) * h0)
    rw [hμ, abs_lt]
    constructor <;> norm_num

end

end MetropolisSpectralSum
```

With a single state, the only mean-zero function is zero, the basis is empty, and both sides vanish.

```lean
#print axioms MetropolisSpectralSum.summed_autocorrelation
```

```
'MetropolisSpectralSum.summed_autocorrelation' depends on axioms: [propext, Classical.choice, Quot.sound]
```
